# On the coefficients of a complete set of periodic bands in one dimension, the cell index acts as $i\,d/dk$ plus the Berry connection

A: Let $u_m(k)$, $m=1,\dots,d$, be an orthonormal basis of $\mathbb C^d$ at each real $k$, and let $f_m(k)$ be complex coefficients, all continuously differentiable and $2\pi$-periodic. With $A_{ml}=i\langle u_m,u_l'\rangle$, a prime meaning $d/dk$, every integer $n$ and every starting point $a$ satisfy

$$n\int_a^{a+2\pi}e^{ikn}\sum_m f_m u_m\,dk=\int_a^{a+2\pi}e^{ikn}\sum_m\Big(i f_m'+\sum_l A_{ml}f_l\Big)u_m\,dk .$$

Q: That is an identity between integrals. Where is the position operator?

A: Take a one-dimensional lattice with lattice constant 1 and $d$ orbitals per cell, where the orbitals of all cells together are orthonormal. Write $\psi(k)=\sum_m f_m(k)u_m(k)$ and $S_n[\psi]=\int_a^{a+2\pi}e^{ikn}\psi(k)\,dk$. The amplitude vector in cell $n$ is $S_n[\psi]/2\pi$, and position, measured in cells, multiplies it by $n$. The identity says which band coefficients produce the multiplied amplitudes. The factor $1/2\pi$ is the same on both sides.

Q: Derive it by hand before you show me any code.

A: Start with the product rule:

$$\psi'=\sum_m f_m'u_m+\sum_l f_l u_l'.$$

The basis is complete, so $u_l'=\sum_m\langle u_m,u_l'\rangle u_m$. Insert this, multiply by $i$ and collect the coefficient of each $u_m$:

$$i\psi'=\sum_m\Big(i f_m'+\sum_l A_{ml}f_l\Big)u_m .$$

Next, $(e^{ikn}\psi)'=in\,e^{ikn}\psi+e^{ikn}\psi'$. Integrate over the period. Since $n$ is an integer, $e^{i(a+2\pi)n}=e^{ian}$, so

$$e^{ian}\big[\psi(a+2\pi)-\psi(a)\big]=in\,S_n[\psi]+S_n[\psi'].$$

Multiply by $-i$ and rearrange:

$$n\,S_n[\psi]=S_n[i\psi']-i e^{ian}\big[\psi(a+2\pi)-\psi(a)\big].$$

Periodicity of $u_m$ and $f_m$ makes the bracket vanish, and the expression for $i\psi'$ finishes the derivation.

Q: Now the code. What plays the role of $d$?

A: A finite index type `ι`. It labels both the orbitals and the bands.

```lean
import Mathlib

open Complex (I)

namespace CrystalMomentumPosition

noncomputable section

variable {ι : Type*} [Fintype ι]
```

Q: So the number of bands is built into the types?

A: Yes. `EuclideanSpace ℂ ι` is $\mathbb C^d$ with its usual inner product, and `u` supplies one vector per element of `ι`. Orthonormality then makes the set complete. The structure below adds continuous differentiability, but not periodicity.

```lean
/-- A complete set of bands: at each `k` the vectors `u m k` are orthonormal, as many as the
dimension of the space, and each is continuously differentiable in `k`. -/
structure IsBandFrame (u : ι → ℝ → EuclideanSpace ℂ ι) : Prop where
  orthonormal : ∀ k, Orthonormal ℂ (fun m => u m k)
  contDiff : ∀ m, ContDiff ℝ 1 (u m)
```

Q: I see no Hamiltonian. Are these really bands?

A: They may be the eigenvectors of a Bloch Hamiltonian, but nothing requires it. Bloch's theorem is neither used nor proved. What is assumed is a smooth frame, and in the main theorem a periodic one. If energy-ordered eigenvectors fail to be smooth at a crossing, they have to be relabelled or mixed before the theorem applies.

Q: Which sign convention does the connection follow?

A: $A_{ml}=+i\langle u_m,u_l'\rangle$, with the inner product conjugate-linear in its first argument. It goes with the phase $e^{+ikn}$ in the amplitude.

```lean
/-- The Berry connection matrix `A_ml(k) = i ⟨u_m(k), u_l'(k)⟩`. -/
def berryConnection (u : ι → ℝ → EuclideanSpace ℂ ι) (k : ℝ) (m l : ι) : ℂ :=
  I * inner ℂ (u m k) (deriv (u l) k)
```

The state $\psi(k)$ is `blochState`.

```lean
/-- The state `∑ f_m(k) u_m(k)` with band coefficients `f_m`. -/
def blochState (u : ι → ℝ → EuclideanSpace ℂ ι) (f : ι → ℝ → ℂ) (k : ℝ) :
    EuclideanSpace ℂ ι :=
  ∑ m, f m k • u m k
```

The new coefficients $i f_m'+\sum_l A_{ml}f_l$ are `bandPosition`.

```lean
/-- The position operator on band coefficients: `i f_m' + ∑ A_ml f_l`. -/
def bandPosition (u : ι → ℝ → EuclideanSpace ℂ ι) (f : ι → ℝ → ℂ) (m : ι) (k : ℝ) : ℂ :=
  I * deriv (f m) k + ∑ l, berryConnection u k m l * f l k
```

The cell index enters through `phase`, where `n : ℤ` makes it an integer by type.

```lean
/-- The phase `exp(ikn)` of unit cell `n`. -/
def phase (n : ℤ) (k : ℝ) : ℂ := Complex.exp (I * n * k)
```

Finally, `siteAmplitude a n ψ` is $S_n[\psi]$, without the factor $1/2\pi$.

```lean
/-- The unnormalised amplitude in unit cell `n`: the integral of `exp(ikn) ψ(k)` over the
period that starts at `a`. -/
def siteAmplitude (a : ℝ) (n : ℤ) (ψ : ℝ → EuclideanSpace ℂ ι) : EuclideanSpace ℂ ι :=
  ∫ k in a..(a + 2 * Real.pi), phase n k • ψ k
```

Q: Then what does this description leave out?

A: Positions of orbitals inside the cell, more than one dimension, and interactions. It also treats one cell at a time: it constructs no unbounded operator on the infinite lattice and discusses no domain. A uniform electric field couples to the full position, of which $n$ is only the cell part. In a non-interacting tight-binding chain whose orbitals are all placed at the cell origin, with no dipole matrix elements between them, it couples through $n$ alone. If the $u_m$ are then the energy eigenvectors, the off-diagonal $A_{ml}$ are the terms by which the field mixes the bands.

Q: Go through the proof. What is needed about the phase?

A: Its derivative and its period. The first lemma differentiates the exponential.

```lean
/-- Differentiating the phase of cell `n` in `k` multiplies it by `i n`. -/
theorem hasDerivAt_phase (n : ℤ) (k : ℝ) : HasDerivAt (phase n) (phase n k * (I * n)) k := by
  have h0 : HasDerivAt (fun t : ℝ => I * n * (t : ℂ)) (I * n) k := by
    simpa using (hasDerivAt_id k).ofReal_comp.const_mul (I * (n : ℂ))
  exact h0.cexp
```

The second splits off $e^{2\pi i n}$, which is 1 for integer $n$.

```lean
/-- The phase of a cell with integer index has period `2π` in `k`. -/
theorem phase_periodic (n : ℤ) (k : ℝ) : phase n (k + 2 * Real.pi) = phase n k := by
  unfold phase
  rw [show I * (n : ℂ) * ((k + 2 * Real.pi : ℝ) : ℂ)
      = I * n * k + n * (2 * Real.pi * I) by push_cast; ring,
    Complex.exp_add, Complex.exp_int_mul_two_pi_mul_I, mul_one]
```

Q: And completeness? You only assumed orthonormality.

A: Orthonormal vectors are linearly independent, and $d$ independent vectors span $\mathbb C^d$. `frame_expansion` makes this counting argument, builds an orthonormal basis from the vectors and reads off the expansion of an arbitrary $v$.

```lean
/-- Completeness of the bands: at each `k` every vector is the sum of its band components. -/
theorem frame_expansion {u : ι → ℝ → EuclideanSpace ℂ ι} (hu : IsBandFrame u) (k : ℝ)
    (v : EuclideanSpace ℂ ι) : ∑ m, inner ℂ (u m k) v • u m k = v := by
  have hs : ⊤ ≤ Submodule.span ℂ (Set.range fun m => u m k) :=
    (LinearIndependent.span_eq_top_of_card_eq_finrank'
      (hu.orthonormal k).linearIndependent (by simp)).ge
  have h := (OrthonormalBasis.mk (hu.orthonormal k) hs).sum_repr' v
  simpa only [OrthonormalBasis.coe_mk] using h
```

The product rule for $\psi$ is applied to each term and summed.

```lean
/-- The product rule for a state built from a complete set of bands with continuously differentiable
coefficients. -/
theorem hasDerivAt_blochState {u : ι → ℝ → EuclideanSpace ℂ ι} (hu : IsBandFrame u)
    {f : ι → ℝ → ℂ} (hf : ∀ m, ContDiff ℝ 1 (f m)) (k : ℝ) :
    HasDerivAt (blochState u f)
      (∑ m, (f m k • deriv (u m) k + deriv (f m) k • u m k)) k := by
  have h : ∀ m, HasDerivAt (fun t => f m t • u m t)
      (f m k • deriv (u m) k + deriv (f m) k • u m k) k := fun m =>
    ((hf m).differentiable (by simp) k).hasDerivAt.smul
      ((hu.contDiff m).differentiable (by simp) k).hasDerivAt
  have hs : HasDerivAt (fun t => ∑ m, f m t • u m t)
      (∑ m, (f m k • deriv (u m) k + deriv (f m) k • u m k)) k :=
    HasDerivAt.fun_sum fun m _ => h m
  exact hs
```

Q: Where does the connection matrix appear?

A: In the next theorem, which is the pointwise identity for $i\psi'$. The step `hx` expands $u_l'$ in the bands and recognises $A_{ml}$. The step `h1` exchanges the sums over $m$ and $l$, and the remaining lines add the $i f_m'$ terms.

```lean
/-- For a complete set of bands and continuously differentiable coefficients, the position operator
on band coefficients represents `i d/dk` acting on the whole state. -/
theorem blochState_bandPosition {u : ι → ℝ → EuclideanSpace ℂ ι} (hu : IsBandFrame u)
    {f : ι → ℝ → ℂ} (hf : ∀ m, ContDiff ℝ 1 (f m)) (k : ℝ) :
    blochState u (bandPosition u f) k = I • deriv (blochState u f) k := by
  -- expand the derivative of each band in the bands themselves
  have hx : ∀ l, I • (f l k • deriv (u l) k)
      = ∑ m, (berryConnection u k m l * f l k) • u m k := by
    intro l
    conv_lhs => rw [← frame_expansion hu k (deriv (u l) k)]
    rw [Finset.smul_sum, Finset.smul_sum]
    refine Finset.sum_congr rfl fun m _ => ?_
    simp only [smul_smul, berryConnection]
    congr 1
    ring
  have h1 : ∑ m, ∑ l, (berryConnection u k m l * f l k) • u m k
      = I • ∑ l, f l k • deriv (u l) k := by
    rw [Finset.sum_comm, Finset.smul_sum]
    exact Finset.sum_congr rfl fun l _ => (hx l).symm
  rw [(hasDerivAt_blochState hu hf k).deriv]
  simp only [blochState, bandPosition, add_smul, Finset.sum_smul, Finset.sum_add_distrib,
    smul_add]
  rw [h1, add_comm]
  congr 1
  simp only [Finset.smul_sum, smul_smul]
```

Q: But the Berry connection depends on the gauge. How can it belong in a position operator?

A: The term $i f_m'$ depends on the gauge too, and the changes compensate. Suppose two frames, each with its own coefficients, describe the same $\psi(k)$ at every $k$. Both results equal $i\psi'(k)$, so they agree. This includes smooth $k$-dependent unitary mixing of the bands, and it needs no periodicity.

```lean
/-- Frame independence: if two complete sets of bands, each with continuously differentiable
coefficients, describe the same state at every `k`, the position operator gives the same state in
both. -/
theorem bandPosition_frame_independent {u v : ι → ℝ → EuclideanSpace ℂ ι}
    (hu : IsBandFrame u) (hv : IsBandFrame v) {f g : ι → ℝ → ℂ}
    (hf : ∀ m, ContDiff ℝ 1 (f m)) (hg : ∀ m, ContDiff ℝ 1 (g m))
    (h : ∀ k, blochState u f k = blochState v g k) (k : ℝ) :
    blochState u (bandPosition u f) k = blochState v (bandPosition v g) k := by
  rw [blochState_bandPosition hu hf, blochState_bandPosition hv hg, funext h]
```

Q: You integrated by parts rather quickly. Is the boundary term treated properly?

A: It has its own theorem, for any differentiable $\psi$ with continuous derivative. The step `hg` is the product rule for $e^{ikn}\psi$, and the continuity facts `c0`, `c1` and `c2` supply integrability. The fundamental theorem of calculus gives `hint`, the integrated identity, and the last line multiplies it by $-i$, as we did by hand.

```lean
/-- Integration by parts over one period: for a continuously differentiable `ψ`, the cell
index `n` acts as `i d/dk` up to a boundary term. -/
theorem siteAmplitude_by_parts (a : ℝ) (n : ℤ) {ψ : ℝ → EuclideanSpace ℂ ι}
    (hψ : Differentiable ℝ ψ) (hψ' : Continuous (deriv ψ)) :
    (n : ℂ) • siteAmplitude a n ψ = siteAmplitude a n (fun k => I • deriv ψ k)
      - (I * phase n a) • (ψ (a + 2 * Real.pi) - ψ a) := by
  have hp : Continuous (phase n) :=
    continuous_iff_continuousAt.2 fun k => (hasDerivAt_phase n k).continuousAt
  have hg : ∀ k, HasDerivAt (fun t => phase n t • ψ t)
      (phase n k • deriv ψ k + (I * (n : ℂ)) • (phase n k • ψ k)) k := by
    intro k
    have h := (hasDerivAt_phase n k).smul (hψ k).hasDerivAt
    rw [mul_comm, mul_smul] at h
    exact h
  have c0 : Continuous fun k => phase n k • ψ k := hp.smul hψ.continuous
  have c1 : Continuous fun k => phase n k • deriv ψ k := hp.smul hψ'
  have c2 : Continuous fun k => (I * (n : ℂ)) • (phase n k • ψ k) :=
    (continuous_const_smul (I * (n : ℂ))).comp c0
  have hint := intervalIntegral.integral_eq_sub_of_hasDerivAt
    (a := a) (b := a + 2 * Real.pi) (fun k _ => hg k) ((c1.add c2).intervalIntegrable _ _)
  rw [intervalIntegral.integral_add (c1.intervalIntegrable _ _) (c2.intervalIntegrable _ _),
    intervalIntegral.integral_smul, phase_periodic] at hint
  change siteAmplitude a n (deriv ψ) + (I * (n : ℂ)) • siteAmplitude a n ψ = _ at hint
  have h1 : siteAmplitude a n (fun k => I • deriv ψ k) = I • siteAmplitude a n (deriv ψ) := by
    unfold siteAmplitude
    rw [← intervalIntegral.integral_smul]
    congr 1
    funext k
    exact smul_comm _ _ _
  have hI : I * (I * (n : ℂ)) = -n := by
    rw [← mul_assoc, Complex.I_mul_I, neg_one_mul]
  -- multiply the integrated product rule by -i
  rw [h1]
  linear_combination (norm := module) (-I) • hint + hI • siteAmplitude a n ψ
```

Q: So the main theorem only has to remove that term?

A: Essentially. Its hypotheses `hup` and `hfp` state the periodicity of the bands and of the coefficients. In the proof, `hc` checks that $\psi'$ is continuous and `hb` that $\psi(a+2\pi)=\psi(a)$. The rewriting then replaces the `bandPosition` state by $i\psi'$ and applies the integration by parts.

```lean
/-- Position operator in the crystal-momentum representation: for a complete set of periodic bands
and periodic, continuously differentiable coefficients, multiplying the amplitude in cell `n` by `n`
replaces the coefficients `f_m` by `i f_m' + ∑ A_ml f_l`. -/
theorem position_in_crystal_momentum {u : ι → ℝ → EuclideanSpace ℂ ι} (hu : IsBandFrame u)
    (hup : ∀ m, Function.Periodic (u m) (2 * Real.pi))
    {f : ι → ℝ → ℂ} (hf : ∀ m, ContDiff ℝ 1 (f m))
    (hfp : ∀ m, Function.Periodic (f m) (2 * Real.pi)) (a : ℝ) (n : ℤ) :
    (n : ℂ) • siteAmplitude a n (blochState u f)
      = siteAmplitude a n (blochState u (bandPosition u f)) := by
  have hc : Continuous (deriv (blochState u f)) := by
    rw [funext fun k => (hasDerivAt_blochState hu hf k).deriv]
    exact continuous_finsetSum _ fun m _ =>
      ((hf m).continuous.smul ((hu.contDiff m).continuous_deriv (by simp))).add
        (((hf m).continuous_deriv (by simp)).smul (hu.contDiff m).continuous)
  -- periodicity removes the boundary term
  have hb : blochState u f (a + 2 * Real.pi) = blochState u f a :=
    Finset.sum_congr rfl fun m _ => by rw [hfp m a, hup m a]
  rw [funext (blochState_bandPosition hu hf), siteAmplitude_by_parts a n
    (fun k => (hasDerivAt_blochState hu hf k).differentiableAt) hc, hb, sub_self, smul_zero,
    sub_zero]
```

Q: Suppose my eigenvectors change sign across the zone. Does that matter?

A: It does if the coefficients stay periodic. Take $d=1$, $u(k)=e^{ik/2}$, $f=1$, $a=0$ and $n=0$. Everything holds except that $u$ is antiperiodic. The left side is 0. On the right, $A=i\cdot\tfrac{i}{2}=-\tfrac12$, and

$$-\tfrac12\int_0^{2\pi}e^{ik/2}\,dk=-2i .$$

The difference is exactly the boundary term. If instead each coefficient changes sign together with its eigenvector, as happens when a periodic $\psi(k)$ is expanded in them, the boundary term vanishes and the formula holds.

Q: And if I keep only the occupied bands?

A: Then $u_l'$ may have a component outside their span, and the formula loses it. The theorem is about the full set.

Q: Is there at least one frame that meets all the conditions and has a connection other than zero?

A: Yes, for every $d\ge1$: multiply each standard basis vector $e_m$ by $e^{ik}$.

```lean
/-- The standard basis vectors multiplied by the winding phase `exp(ik)`. -/
def windingFrame [DecidableEq ι] (m : ι) (k : ℝ) : EuclideanSpace ℂ ι :=
  phase 1 k • EuclideanSpace.single m (1 : ℂ)
```

The frame is orthonormal because the phase has modulus 1. Its derivative is $i$ times itself, so $A_{mm}=i\cdot i=-1$. The proof establishes the inner products in `hi` and the derivative in `hd`, then assembles the three claims.

```lean
/-- The winding frame is a complete, periodic set of bands, and each diagonal element of its
Berry connection is `-1`. -/
theorem windingFrame_witness [DecidableEq ι] : IsBandFrame (windingFrame (ι := ι)) ∧
    (∀ m : ι, Function.Periodic (windingFrame m) (2 * Real.pi)) ∧
    ∀ (k : ℝ) (m : ι), berryConnection windingFrame k m m = -1 := by
  have hn : ∀ k, starRingEnd ℂ (phase 1 k) * phase 1 k = 1 := by
    intro k
    unfold phase
    rw [← Complex.exp_conj, ← Complex.exp_add]
    simp
  have hi : ∀ (k : ℝ) (i j : ι),
      inner ℂ (windingFrame i k) (windingFrame j k) = if i = j then (1 : ℂ) else 0 := by
    intro k i j
    unfold windingFrame
    rw [inner_smul_left, inner_smul_right, ← mul_assoc, hn, one_mul]
    exact orthonormal_iff_ite.1 EuclideanSpace.orthonormal_single i j
  have hd : ∀ (m : ι) (k : ℝ), HasDerivAt (windingFrame m) (I • windingFrame m k) k := by
    intro m k
    have h := (hasDerivAt_phase 1 k).smul_const (EuclideanSpace.single m (1 : ℂ))
    rw [Int.cast_one, mul_one, mul_comm, mul_smul] at h
    exact h
  refine ⟨⟨fun k => orthonormal_iff_ite.2 (hi k), fun m => contDiff_one_iff_deriv.2
    ⟨fun k => (hd m k).differentiableAt, ?_⟩⟩, fun m k => ?_, fun k m => ?_⟩
  · rw [funext fun k => (hd m k).deriv]
    exact (continuous_const_smul I).comp
      (continuous_iff_continuousAt.2 fun k => (hd m k).continuousAt)
  · unfold windingFrame
    rw [phase_periodic]
  · rw [berryConnection, (hd m k).deriv, inner_smul_right, hi, if_pos rfl, mul_one,
      Complex.I_mul_I]

end

end CrystalMomentumPosition
```

```lean
#print axioms CrystalMomentumPosition.bandPosition_frame_independent
#print axioms CrystalMomentumPosition.position_in_crystal_momentum
```

```
'CrystalMomentumPosition.bandPosition_frame_independent' depends on axioms: [propext, Classical.choice, Quot.sound]
'CrystalMomentumPosition.position_in_crystal_momentum' depends on axioms: [propext, Classical.choice, Quot.sound]
```

Q: Does that $-1$ mean anything physically?

A: It is a position. Put coefficient 1 on a single band $m$ and 0 on the others. The state is $e^{ik}e_m$, and its normalised amplitude $S_n/2\pi$ is $e_m$ in cell $n=-1$ and zero in every other cell. The coefficient is constant, so the whole position comes from the connection.

Q: Could I get the spread of a wave packet in the same way? That needs $n^2$.

A: Apply the argument twice. If the $u_m$ and $f_m$ are periodic and twice continuously differentiable, the new coefficients $i f_m'+\sum_l A_{ml}f_l$ are again periodic and continuously differentiable, so they can be fed back into the formula. Multiplying the amplitude by $n^2$ then corresponds to acting twice on the coefficients with $i\,d/dk+A$. That extension is a derivation by hand; the Lean code stops at the first power.
